# For a symmetric operator, every local energy minimum on the unit sphere is a ground state

I am running variational Monte Carlo on a small lattice model and want its first excited state. I start from a trial state very close to it, with enough parameters to represent any vector in the Hilbert space. The energy stays near the excited level for a while, then sinks to the ground-state energy. But every eigenstate is a stationary point of the energy, so I expected at least some excited states to be shallow local minima that would hold the optimizer if I started close enough. Are my steps too large, or is there no such minimum?

## Excited eigenvectors always have a way down

There is no such minimum on the unit sphere of states. If small parameter changes can move your trial state in every direction of the Hilbert space, smaller steps may delay the collapse, but they cannot turn an excited state into a local minimum of the energy.

Let $H$ be symmetric, write $E(\psi)=\mathrm{Re}\,\langle\psi,H\psi\rangle$, and let $\psi$ be a unit vector that minimizes $E$ among nearby unit vectors. For any vector $\varphi$ and real $t$, symmetry gives

$$E(\psi+t\varphi)=E(\psi)+2t\,\mathrm{Re}\langle\varphi,H\psi\rangle+t^2E(\varphi),$$
$$\|\psi+t\varphi\|^2=1+2t\,\mathrm{Re}\langle\varphi,\psi\rangle+t^2\|\varphi\|^2 .$$

For small $|t|$ the normalized vector $(\psi+t\varphi)/\|\psi+t\varphi\|$ is close to $\psi$, so its energy is at least $E(\psi)$. Multiplying by the squared norm,

$$E(\psi)\,\|\psi+t\varphi\|^2\le E(\psi+t\varphi).$$

Add this inequality at $t$ and at $-t$. The linear terms cancel, and dividing by $2t^2$ for some small $t\neq0$ leaves

$$E(\psi)\,\|\varphi\|^2\le E(\varphi)\qquad\text{for every }\varphi .$$

A local assumption has given a global bound. Now let $\chi=H\psi-E(\psi)\psi$ be the residual, and apply the bound to $\psi+t\chi$ for all real $t$:

$$0\le 2t\,\|\chi\|^2+t^2\big(E(\chi)-E(\psi)\|\chi\|^2\big).$$

The linear coefficient is $2\|\chi\|^2$ because $\mathrm{Re}\langle\chi,H\psi\rangle-E(\psi)\,\mathrm{Re}\langle\chi,\psi\rangle=\mathrm{Re}\langle\chi,\chi\rangle$. A quadratic that is nonnegative for all $t$ has discriminant at most zero, here $4\|\chi\|^4\le0$. So $\chi=0$ and $H\psi=E(\psi)\psi$. If also $H\varphi=E'\varphi$ with $\varphi\ne0$, the bound reads $E(\psi)\|\varphi\|^2\le E'\|\varphi\|^2$, so $E(\psi)\le E'$: the eigenvalue is the lowest.

Conversely, in finite dimension the unit sphere is compact, so a global minimizer exists, with energy $F$. By what was just shown it is an eigenvector. A ground state with eigenvalue $E$ therefore has $E\le F$, and so it is a global minimizer too.

The way down can be written explicitly. Let $\psi$ and $\varphi$ be unit eigenvectors with eigenvalues $E\neq E'$. Symmetry gives $(E'-E)\langle\varphi,\psi\rangle=0$, so they are orthogonal, and $\cos\theta\,\psi+\sin\theta\,\varphi$ is a unit vector with energy

$$E\cos^2\theta+E'\sin^2\theta=E-(E-E')\sin^2\theta .$$

If $E'<E$, any small nonzero rotation lowers the energy.

Take $H=\mathrm{diag}(0,1,3)$ and start at the middle eigenvector, with energy $1$. A rotation with $\sin\theta=0.1$ towards the lowest eigenvector gives $1-0.01=0.99$; the same rotation towards the highest gives $1+2(0.01)=1.02$. The excited state is a saddle. Your optimizer can linger there because the gradient is small nearby.

Applied to $-H$, the same argument shows that every local maximum of the energy on the unit sphere is an eigenvector of the highest eigenvalue.

## What the Lean statements say

The space `V` is a complex inner product space and `H` is a linear map defined on all of it; `H.IsSymmetric` says $\langle Hx,y\rangle=\langle x,Hy\rangle$. The function `energy` takes the real part, which loses nothing for symmetric `H`. `IsLocalEnergyMin` asks for norm one and a non-strict local minimum on `Metric.sphere 0 1`; a strict one would be impossible, since changing the phase leaves the energy unchanged. `IsGroundState` is a unit eigenvector whose eigenvalue is at most every other real eigenvalue.

`ground_state_of_local_min` holds in any dimension, while `local_min_iff_ground_state` assumes finite dimension. `excited_state_unstable` finds, within any distance `ε` of an excited unit eigenvector, a unit vector of strictly lower energy. `hermitian_matrix_local_min` restates the first result for a Hermitian matrix `A`, with `E` at most every entry of `hA.eigenvalues`.

These theorems compare energies of states and do not describe an algorithm. An ansatz with few parameters, or one confined to a symmetry sector, may lack the downward direction and can then have a local minimum at an excited state. The same can happen with an ansatz that represents every vector for some choice of parameters, if small changes of the current parameters do not move the state in every direction. Sampling noise is absent from the model, as are Hamiltonians defined only on part of the space.

```lean
import Mathlib

open Filter Topology

namespace VariationalCollapse

noncomputable section

variable {V : Type*} [NormedAddCommGroup V] [InnerProductSpace ℂ V]
variable {H : V →ₗ[ℂ] V} {ψ φ : V}

/-- The real part of `⟨ψ, H ψ⟩`; for symmetric `H` and normalized `ψ` this is the energy of the
state. -/
def energy (H : V →ₗ[ℂ] V) (ψ : V) : ℝ := (inner ℂ ψ (H ψ)).re

/-- A normalized state that minimizes the energy among all nearby normalized states. -/
def IsLocalEnergyMin (H : V →ₗ[ℂ] V) (ψ : V) : Prop :=
  ‖ψ‖ = 1 ∧ IsLocalMinOn (energy H) (Metric.sphere 0 1) ψ

/-- A normalized eigenvector whose eigenvalue is at most every real eigenvalue of `H`. -/
def IsGroundState (H : V →ₗ[ℂ] V) (ψ : V) : Prop :=
  ‖ψ‖ = 1 ∧ ∃ E : ℝ, H ψ = (E : ℂ) • ψ ∧
    ∀ (E' : ℝ) (φ : V), φ ≠ 0 → H φ = (E' : ℂ) • φ → E ≤ E'

/-- Scaling a state by a real number `c` scales its energy by `c ^ 2`. -/
theorem energy_smul (H : V →ₗ[ℂ] V) (c : ℝ) (ψ : V) :
    energy H ((c : ℂ) • ψ) = c ^ 2 * energy H ψ := by
  simp only [energy, map_smul, inner_smul_left, inner_smul_right, Complex.conj_ofReal,
    Complex.re_ofReal_mul]
  ring

/-- An eigenvector with real eigenvalue `E` has energy `E` times its squared norm. -/
theorem energy_of_eigenvector {E : ℝ} (h : H ψ = (E : ℂ) • ψ) :
    energy H ψ = E * ‖ψ‖ ^ 2 := by
  have hn : (inner ℂ ψ ψ).re = ‖ψ‖ ^ 2 := inner_self_eq_norm_sq (𝕜 := ℂ) ψ
  rw [energy, h, inner_smul_right, Complex.re_ofReal_mul, hn]

/-- For a symmetric `H`, the energy of `ψ + t φ` is a quadratic polynomial in the real
parameter `t`. -/
theorem energy_add_smul (hH : H.IsSymmetric) (ψ φ : V) (t : ℝ) :
    energy H (ψ + (t : ℂ) • φ) =
      energy H ψ + 2 * t * (inner ℂ φ (H ψ)).re + t ^ 2 * energy H φ := by
  have h : (inner ℂ ψ (H φ)).re = (inner ℂ φ (H ψ)).re := by
    rw [← hH ψ φ, ← inner_conj_symm (H ψ) φ, Complex.conj_re]
  simp only [energy, map_add, map_smul, inner_add_left, inner_add_right, inner_smul_left,
    inner_smul_right, Complex.conj_ofReal, Complex.add_re, Complex.re_ofReal_mul]
  rw [h]
  ring

/-- The squared norm of `ψ + t φ` is a quadratic polynomial in the real parameter `t`. -/
theorem norm_sq_add_smul (ψ φ : V) (t : ℝ) :
    ‖ψ + (t : ℂ) • φ‖ ^ 2 =
      ‖ψ‖ ^ 2 + 2 * t * (inner ℂ φ ψ).re + t ^ 2 * ‖φ‖ ^ 2 := by
  have hid : ∀ x : V, energy LinearMap.id x = ‖x‖ ^ 2 :=
    fun x => inner_self_eq_norm_sq (𝕜 := ℂ) x
  have h := energy_add_smul (H := LinearMap.id) (fun _ _ => rfl) ψ φ t
  rw [hid, hid, hid] at h
  exact h

/-- For a symmetric `H`, the energy of a local minimizer bounds the energy of every state
from below, relative to its squared norm. -/
theorem energy_bound_of_local_min (hH : H.IsSymmetric) (hψ : IsLocalEnergyMin H ψ) (φ : V) :
    energy H ψ * ‖φ‖ ^ 2 ≤ energy H φ := by
  have h0 : ψ + ((0 : ℝ) : ℂ) • φ = ψ := by simp
  -- the normalized path through `ψ` in the direction `φ`
  have hlim : Tendsto (fun t : ℝ => ((‖ψ + (t : ℂ) • φ‖⁻¹ : ℝ) : ℂ) • (ψ + (t : ℂ) • φ))
      (𝓝 0) (𝓝 ψ) := by
    have h1 : Continuous (fun t : ℝ => ψ + (t : ℂ) • φ) :=
      continuous_const.add (Complex.continuous_ofReal.smul continuous_const)
    have h2 : ‖ψ + ((0 : ℝ) : ℂ) • φ‖ ≠ 0 := by
      rw [h0, hψ.1]
      exact one_ne_zero
    have h3 : ContinuousAt
        (fun t : ℝ => ((‖ψ + (t : ℂ) • φ‖⁻¹ : ℝ) : ℂ) • (ψ + (t : ℂ) • φ)) 0 :=
      (Complex.continuous_ofReal.continuousAt.comp
        (h1.norm.continuousAt.inv₀ h2)).smul h1.continuousAt
    have h4 := h3.tendsto
    simp only [h0, hψ.1, inv_one, Complex.ofReal_one, one_smul] at h4
    exact h4
  have hev : ∀ᶠ t : ℝ in 𝓝 0,
      energy H ψ * ‖ψ + (t : ℂ) • φ‖ ^ 2 ≤ energy H (ψ + (t : ℂ) • φ) := by
    filter_upwards [hlim.eventually (eventually_nhdsWithin_iff.mp hψ.2)] with t ht
    by_cases hx : ψ + (t : ℂ) • φ = 0
    · rw [hx]
      simp [energy]
    · have hn : 0 < ‖ψ + (t : ℂ) • φ‖ := norm_pos_iff.mpr hx
      have hmem : ((‖ψ + (t : ℂ) • φ‖⁻¹ : ℝ) : ℂ) • (ψ + (t : ℂ) • φ) ∈
          Metric.sphere (0 : V) 1 := by
        rw [mem_sphere_zero_iff_norm, norm_smul, Complex.norm_real, norm_inv, norm_norm]
        exact inv_mul_cancel₀ hn.ne'
      have h : energy H ψ ≤
          energy H (((‖ψ + (t : ℂ) • φ‖⁻¹ : ℝ) : ℂ) • (ψ + (t : ℂ) • φ)) := ht hmem
      rw [energy_smul, inv_pow, inv_mul_eq_div, le_div_iff₀ (pow_pos hn 2)] at h
      exact h
  -- adding the inequalities at `t` and `-t` cancels the linear terms
  obtain ⟨ε, hε, h⟩ := Metric.eventually_nhds_iff.mp hev
  have hp := @h (ε / 2) (by
    rw [Real.dist_eq, sub_zero, abs_of_pos (half_pos hε)]; linarith)
  have hm := @h (-(ε / 2)) (by
    rw [Real.dist_eq, sub_zero, abs_neg, abs_of_pos (half_pos hε)]; linarith)
  rw [norm_sq_add_smul, energy_add_smul hH, hψ.1] at hp hm
  by_contra hlt
  nlinarith [mul_pos (pow_pos (half_pos hε) 2) (sub_pos.mpr (not_le.mp hlt))]

/-- For a symmetric `H`, every local energy minimum on the unit sphere is a ground state. -/
theorem ground_state_of_local_min (hH : H.IsSymmetric) (hψ : IsLocalEnergyMin H ψ) :
    IsGroundState H ψ := by
  have hb := energy_bound_of_local_min hH hψ
  refine ⟨hψ.1, energy H ψ, ?_, fun E' φ hφ hE => ?_⟩
  · -- vary `ψ` along its own residual `χ`
    obtain ⟨χ, hχ⟩ : ∃ χ, χ = H ψ - (energy H ψ : ℂ) • ψ := ⟨_, rfl⟩
    have hc : ‖χ‖ ^ 2 = (inner ℂ χ (H ψ)).re - energy H ψ * (inner ℂ χ ψ).re := by
      have h1 : (inner ℂ χ χ).re = ‖χ‖ ^ 2 := inner_self_eq_norm_sq (𝕜 := ℂ) χ
      rw [← h1, ← Complex.re_ofReal_mul, ← Complex.sub_re, ← inner_smul_right,
        ← inner_sub_right, ← hχ]
    have hd : discrim (energy H χ - energy H ψ * ‖χ‖ ^ 2) (2 * ‖χ‖ ^ 2) 0 ≤ 0 := by
      refine discrim_le_zero fun t => ?_
      have h := hb (ψ + (t : ℂ) • χ)
      rw [norm_sq_add_smul, energy_add_smul hH, hψ.1] at h
      have hc' : 2 * t * ‖χ‖ ^ 2 =
          2 * t * ((inner ℂ χ (H ψ)).re - energy H ψ * (inner ℂ χ ψ).re) := by rw [hc]
      linarith
    have hz : ‖χ‖ ^ 2 = 0 := by
      rw [discrim] at hd
      nlinarith [sq_nonneg (‖χ‖ ^ 2)]
    have hχ0 : χ = 0 := norm_eq_zero.mp (pow_eq_zero_iff two_ne_zero |>.mp hz)
    exact sub_eq_zero.mp (hχ.symm.trans hχ0)
  · have h := hb φ
    rw [energy_of_eigenvector hE] at h
    exact le_of_mul_le_mul_right h (pow_pos (norm_pos_iff.mpr hφ) 2)

/-- For a symmetric `H` on a finite-dimensional space, the local energy minima on the unit
sphere are exactly the ground states. -/
theorem local_min_iff_ground_state [FiniteDimensional ℂ V] (hH : H.IsSymmetric) :
    IsLocalEnergyMin H ψ ↔ IsGroundState H ψ := by
  refine ⟨ground_state_of_local_min hH, fun ⟨h1, E, hE, hlow⟩ => ⟨h1, ?_⟩⟩
  have : ProperSpace V := FiniteDimensional.proper ℂ V
  have hcont : Continuous (energy H) := Complex.continuous_re.comp
    (continuous_inner.comp (continuous_id.prodMk H.continuous_of_finiteDimensional))
  -- a global minimizer exists by compactness, and it is an eigenvector
  obtain ⟨χ, hχ, hmin⟩ := (isCompact_sphere (0 : V) 1).exists_isMinOn
    ⟨ψ, mem_sphere_zero_iff_norm.mpr h1⟩ hcont.continuousOn
  have hχ1 : ‖χ‖ = 1 := mem_sphere_zero_iff_norm.mp hχ
  obtain ⟨_, F, hF, _⟩ := ground_state_of_local_min hH ⟨hχ1, hmin.localize⟩
  have hEF : E ≤ F := hlow F χ (norm_pos_iff.mp (by rw [hχ1]; exact one_pos)) hF
  refine IsMinOn.localize (isMinOn_iff.mpr fun x hx => ?_)
  have h2 := isMinOn_iff.mp hmin x hx
  rw [energy_of_eigenvector hF, hχ1] at h2
  rw [energy_of_eigenvector hE, h1]
  linarith

/-- For a symmetric `H`, rotating a unit eigenvector of eigenvalue `E` by the angle `θ` towards
one of a different eigenvalue `E'` keeps the norm and gives the energy
`E - (E - E') sin² θ`. -/
theorem collapse_path (hH : H.IsSymmetric) {E E' : ℝ} (hψ : ‖ψ‖ = 1) (hφ : ‖φ‖ = 1)
    (hE : H ψ = (E : ℂ) • ψ) (hE' : H φ = (E' : ℂ) • φ) (hne : E' ≠ E) (θ : ℝ) :
    ‖(Real.cos θ : ℂ) • ψ + (Real.sin θ : ℂ) • φ‖ = 1 ∧
      energy H ((Real.cos θ : ℂ) • ψ + (Real.sin θ : ℂ) • φ) =
        E - (E - E') * Real.sin θ ^ 2 := by
  -- eigenvectors of different eigenvalues are orthogonal
  have ho : inner ℂ φ ψ = 0 := by
    have h := hH φ ψ
    rw [hE, hE', inner_smul_left, inner_smul_right, Complex.conj_ofReal] at h
    have h' : ((E' : ℂ) - E) * inner ℂ φ ψ = 0 := by linear_combination h
    exact (mul_eq_zero.mp h').resolve_left
      (sub_ne_zero.mpr fun hc => hne (Complex.ofReal_injective hc))
  constructor
  · refine (pow_eq_one_iff_of_nonneg (norm_nonneg _) two_ne_zero).mp ?_
    rw [norm_sq_add_smul, inner_smul_right, ho, norm_smul, Complex.norm_real, hψ, hφ,
      Real.norm_eq_abs, mul_one, sq_abs, mul_zero, Complex.zero_re]
    linear_combination Real.sin_sq_add_cos_sq θ
  · rw [energy_add_smul hH, energy_smul, energy_of_eigenvector hE, energy_of_eigenvector hE',
      map_smul, hE, inner_smul_right, inner_smul_right, ho, hψ, hφ, mul_zero, mul_zero,
      Complex.zero_re]
    linear_combination E * Real.sin_sq_add_cos_sq θ

/-- For a symmetric `H`, arbitrarily close to a unit eigenvector that lies above some other
eigenvalue there are normalized states of strictly lower energy. -/
theorem excited_state_unstable (hH : H.IsSymmetric) {E E' : ℝ} (hψ : ‖ψ‖ = 1) (hφ : φ ≠ 0)
    (hE : H ψ = (E : ℂ) • ψ) (hE' : H φ = (E' : ℂ) • φ) (hlt : E' < E)
    {ε : ℝ} (hε : 0 < ε) :
    ∃ χ : V, ‖χ‖ = 1 ∧ ‖χ - ψ‖ < ε ∧ energy H χ < energy H ψ := by
  by_contra hcon
  have hloc : ∀ᶠ x in 𝓝[Metric.sphere (0 : V) 1] ψ, energy H ψ ≤ energy H x :=
    eventually_nhdsWithin_iff.mpr (Metric.eventually_nhds_iff.mpr ⟨ε, hε, fun χ hd hs =>
      not_lt.mp fun hl => hcon
        ⟨χ, mem_sphere_zero_iff_norm.mp hs, by rwa [← dist_eq_norm], hl⟩⟩)
  have h := energy_bound_of_local_min hH ⟨hψ, hloc⟩ φ
  rw [energy_of_eigenvector hE, energy_of_eigenvector hE', hψ, one_pow, mul_one] at h
  exact not_le_of_gt hlt (le_of_mul_le_mul_right h (pow_pos (norm_pos_iff.mpr hφ) 2))

/-- For a Hermitian matrix, every local energy minimum on the unit sphere is an eigenvector
whose eigenvalue is the lowest in the spectrum. -/
theorem hermitian_matrix_local_min {n : Type*} [Fintype n] [DecidableEq n]
    {A : Matrix n n ℂ} (hA : A.IsHermitian) {v : EuclideanSpace ℂ n}
    (hv : IsLocalEnergyMin (Matrix.toEuclideanLin A) v) :
    ∃ E : ℝ, A.mulVec v.ofLp = (E : ℂ) • v.ofLp ∧ ∀ i, E ≤ hA.eigenvalues i := by
  obtain ⟨_, E, hE, hlow⟩ :=
    ground_state_of_local_min (open Matrix in isSymmetric_toEuclideanLin_iff.mpr hA) hv
  refine ⟨E, congrArg WithLp.ofLp hE, fun i => hlow _ (hA.eigenvectorBasis i)
    (hA.eigenvectorBasis.orthonormal.ne_zero i) ?_⟩
  apply WithLp.ofLp_injective 2
  refine (hA.mulVec_eigenvectorBasis i).trans ?_
  ext j
  simp

end

end VariationalCollapse
```

```lean
#print axioms VariationalCollapse.ground_state_of_local_min
#print axioms VariationalCollapse.local_min_iff_ground_state
#print axioms VariationalCollapse.excited_state_unstable
#print axioms VariationalCollapse.hermitian_matrix_local_min
```

```
'VariationalCollapse.ground_state_of_local_min' depends on axioms: [propext, Classical.choice, Quot.sound]
'VariationalCollapse.local_min_iff_ground_state' depends on axioms: [propext, Classical.choice, Quot.sound]
'VariationalCollapse.excited_state_unstable' depends on axioms: [propext, Classical.choice, Quot.sound]
'VariationalCollapse.hermitian_matrix_local_min' depends on axioms: [propext, Classical.choice, Quot.sound]
```

## From the expansions to the theorems

`energy_add_smul` and `norm_sq_add_smul` are the two expansions; the second is the first with the identity as operator. In `energy_bound_of_local_min`, `hlim` shows that the normalized path tends to $\psi$ as $t\to0$, and `hev` turns local minimality into the inequality for small $t$. The proof then evaluates it at `ε / 2` and `-(ε / 2)`, and `nlinarith` carries out the cancellation.

`ground_state_of_local_min` defines the residual `χ`, computes its squared norm in `hc`, and gets the discriminant inequality from `discrim_le_zero`. Its last bullet compares eigenvalues. The converse in `local_min_iff_ground_state` takes its global minimizer from `isCompact_sphere`.

`collapse_path` proves orthogonality in `ho`, then obtains the norm and energy from the expansions and $\sin^2\theta+\cos^2\theta=1$. `excited_state_unstable` does not use this path: if no lower state lay within `ε`, the excited eigenvector would be a local minimum, and the global bound would give $E\le E'$, contradicting `hlt`. The matrix theorem applies the general result to each vector of `hA.eigenvectorBasis`.
